# A real linear change of coordinates turns a positive definite quadratic form into a sum of squares

A positive definite quadratic form x·Ax can be written as y·y in new coordinates y = Cx. An example is twice the potential energy of finitely many coupled harmonic oscillators, measured from its value at equilibrium, when every nonzero displacement x costs energy. The lemma states this for a real positive definite matrix A with a finite index set: there is a real matrix C with A = CᵀC, det C ≠ 0 and |det C| = √(det A), and x·Ax = (Cx)·(Cx) for every real vector x. The attempt means to take the factorisation A = CᵀC from a library lemma on positive semidefinite matrices. The determinant claims then follow from det A = (det C)² and det A > 0, and the identity for the quadratic form from moving C across the dot product.

The first attempt, which Lean rejects:

```lean
import Mathlib

open Matrix MeasureTheory

namespace ExistsNormalCoordinates

noncomputable section

variable {ι : Type*} [Fintype ι] [DecidableEq ι]

/-- A positive definite `A` is `CᵀC` with `C` invertible and `|det C| = √(det A)`, and `y = Cx`
turns its quadratic form into `y·y`. -/
theorem exists_normal_coordinates {A : Matrix ι ι ℝ} (hA : A.PosDef) :
    ∃ C : Matrix ι ι ℝ, A = Cᵀ * C ∧ C.det ≠ 0 ∧ |C.det| = √A.det ∧
      ∀ x, x ⬝ᵥ A *ᵥ x = (C *ᵥ x) ⬝ᵥ (C *ᵥ x) := by
  obtain ⟨C, hC⟩ := Matrix.posSemidef_iff_eq_conjTranspose_mul_self.1 hA.posSemidef
  rw [conjTranspose_eq_transpose_of_trivial] at hC
  have hdet : A.det = C.det ^ 2 := by rw [hC, det_mul, det_transpose, sq]
  refine ⟨C, hC, fun h => ?_, by rw [hdet, Real.sqrt_sq_eq_abs], fun x => ?_⟩
  · have := hA.det_pos
    rw [hdet, h] at this
    norm_num at this
  · rw [hC, ← mulVec_mulVec, dotProduct_mulVec, vecMul_transpose]

end

end ExistsNormalCoordinates
```

The error:

```
Main.lean:16:20: error(lean.unknownIdentifier): Unknown constant `Matrix.posSemidef_iff_eq_conjTranspose_mul_self`
Main.lean:16:9: error: Tactic `rcases` failed: `x✝ : ?m.69` is not an inductive datatype
```

Cause. The first message says that the constant `Matrix.posSemidef_iff_eq_conjTranspose_mul_self` does not exist under that name in the Mathlib being used. The second follows from it: with the constant unknown, the term given to `obtain` has no known type, so `rcases` finds no inductive datatype to split into `C` and `hC`.

The repair does without the missing lemma and proves the factorisation from the eigenvectors and eigenvalues of `A`. The columns of `U` are orthonormal eigenvectors, which gives `hU` and `hAU`. The eigenvalues are positive, so the square roots in `s` multiply back to them, which is `hs`. With `diagonal s * Uᵀ` as `C`, the closing `calc` shows A = CᵀC.

The old `rw [conjTranspose_eq_transpose_of_trivial] at hC` goes because the new `hC` is already stated with the ordinary transpose. The rest of the proof uses `hC` in that form and stands unchanged.

After these edits no error is left:

```diff
@@ -14,6 +14,31 @@
     ∃ C : Matrix ι ι ℝ, A = Cᵀ * C ∧ C.det ≠ 0 ∧ |C.det| = √A.det ∧
       ∀ x, x ⬝ᵥ A *ᵥ x = (C *ᵥ x) ⬝ᵥ (C *ᵥ x) := by
-  obtain ⟨C, hC⟩ := Matrix.posSemidef_iff_eq_conjTranspose_mul_self.1 hA.posSemidef
-  rw [conjTranspose_eq_transpose_of_trivial] at hC
+  obtain ⟨C, hC⟩ : ∃ C : Matrix ι ι ℝ, A = Cᵀ * C := by
+    -- the columns of U are orthonormal eigenvectors of A, s holds the square roots of the eigenvalues
+    have hH := hA.isHermitian
+    let U : Matrix ι ι ℝ := fun i j => (hH.eigenvectorBasis j).ofLp i
+    let s : ι → ℝ := fun i => √(hH.eigenvalues i)
+    have hU : Uᵀ * U = 1 := by
+      ext i j
+      have h := orthonormal_iff_ite.1 hH.eigenvectorBasis.orthonormal i j
+      rw [PiLp.inner_apply] at h
+      rw [mul_apply, one_apply, ← h]
+      refine Finset.sum_congr rfl fun k _ => ?_
+      rw [RCLike.inner_apply, conj_trivial, mul_comm]
+      rfl
+    have hAU : A * U = U * diagonal hH.eigenvalues := by
+      ext i j
+      have h : (A * U) i j = hH.eigenvalues j * U i j :=
+        congrFun (hH.mulVec_eigenvectorBasis j) i
+      rw [h, mul_diagonal, mul_comm]
+    have hs : diagonal s * diagonal s = diagonal hH.eigenvalues := by
+      rw [diagonal_mul_diagonal]
+      exact congrArg diagonal (funext fun i => Real.mul_self_sqrt (hA.eigenvalues_pos i).le)
+    refine ⟨diagonal s * Uᵀ, ?_⟩
+    calc A = A * (U * Uᵀ) := by rw [_root_.mul_eq_one_comm.1 hU, mul_one]
+      _ = U * (diagonal s * diagonal s) * Uᵀ := by rw [hs, ← mul_assoc, hAU]
+      _ = (diagonal s * Uᵀ)ᵀ * (diagonal s * Uᵀ) := by
+        rw [transpose_mul, transpose_transpose, diagonal_transpose]
+        simp only [mul_assoc]
   have hdet : A.det = C.det ^ 2 := by rw [hC, det_mul, det_transpose, sq]
   refine ⟨C, hC, fun h => ?_, by rw [hdet, Real.sqrt_sq_eq_abs], fun x => ?_⟩
```
